# In characteristic zero, exp(T) is never a polynomial when T is a nonzero polynomial without constant term

Let $X$ be a formal variable that raises the excitation rank by one, with no bound on its powers, and take the cluster operator $T = tX$ with $t \neq 0$. Its exponential is $\sum_n \frac{t^n}{n!}X^n$, and every CI coefficient is nonzero. There is also a reason that needs no explicit coefficients: a polynomial $P$ equal to this series would satisfy $P' = tP$, but differentiation lowers the degree of a nonzero polynomial and multiplication by $t$ does not.

I expect the same for any nonzero $T$ of finite rank built from positive powers of $X$: if the electron number sets no ceiling, the CI expansion generated by $T$ never terminates, even if some coefficients cancel. Can this be stated rigorously and checked by machine, and can one say how long a run of vanishing coefficients may be?

## The degree argument and the longest possible gap

Yes, and the argument for $tX$ carries over. Let $K$ be a field of characteristic zero and $T = \sum_{j=1}^{d} t_j X^j$ with $t_d \neq 0$ and $d \geq 1$. Write
$$E_N = \sum_{m=0}^{N} \frac{T^m}{m!}.$$
Since $T$ has no constant term, $X^m$ divides $T^m$. Powers beyond the $n$-th therefore leave the coefficient of $X^n$ alone, and it has the same value $c_n$ in every $E_N$ with $N \geq n$. These are the CI coefficients: $\exp(T) = \sum_n c_n X^n$, with $c_0 = 1$.

Differentiating term by term gives
$$E_{N+1}' = \sum_{m=1}^{N+1} \frac{m\,T^{m-1}T'}{m!} = T' E_N .$$
Comparing coefficients of $X^m$, with $t_j = 0$ for $j > d$, yields
$$(m+1)\,c_{m+1} = \sum_{i=0}^{m} (i+1)\,t_{i+1}\,c_{m-i}. \qquad (1)$$

Suppose $\exp(T)$ were a polynomial $P$. Then (1) says $P' = T'P$. Here $P \neq 0$, because its constant term is 1, and $T' \neq 0$, because its leading coefficient $d\,t_d$ is nonzero in characteristic zero. Hence $\deg(T'P) \geq \deg P$, while $\deg P' < \deg P$, a contradiction. For $T = 0$ the exponential is the polynomial 1.

Now suppose $c_{n+1} = \dots = c_{n+d} = 0$ for some $n$. For $k = m+1 > n+d$, only terms with $i \leq d-1$ survive in (1). They contain $c_{k-d}, \dots, c_{k-1}$, whose indices all exceed $n$, so by induction they vanish and $c_k = 0$. The series would then be a polynomial, which has just been excluded. Any $d$ consecutive ranks above $n$ thus include a nonzero coefficient.

The length $d$ is the best possible. For $T = tX^d$ with $t \neq 0$, the $m$-th term is $t^m X^{dm}/m!$, so $d-1$ zeros lie between neighbouring nonzero coefficients.

A bound on the electron number changes the outcome. If $x^{N+1} = 0$, substituting $x$ for $X$ removes all ranks above $N$, and for $M \geq N$
$$E_M(x) = \sum_{n=0}^{N} c_n x^n .$$

## What the Lean theorems say about cluster operators

The field `K` holds the amplitudes, for example real or complex numbers. `T : K[X]` is the cluster operator, and `T.coeff j` is its amplitude at rank $j$. `expSum T N` is $E_N$, `ciCoeff T n` is $c_n$, and `ciSeries T` is the power series with these coefficients.

The hypothesis `h0 : T.coeff 0 = 0` says that $T$ contains only genuine excitations. The reference then has coefficient 1, which is intermediate normalisation.

- `ciSeries_ne_polynomial` says that for `T ≠ 0` no polynomial `P` equals `ciSeries T`; `ciSeries_polynomial_iff` turns this into an equivalence with `T = 0`.
- `exists_ciCoeff_ne_zero` finds, for `T ≠ 0` and any `n`, a nonzero coefficient at some rank `k` with `n < k` and `k ≤ n + T.natDegree`.
- `ciCoeff_single_rank` gives the coefficients for $tX^d$.
- `expSum_of_bounded_rank` treats an element `x` of any `K`-algebra with `x ^ (N + 1) = 0`. This condition stands for the fact that $N$ electrons cannot be excited more than $N$-fold; it is assumed, not derived from fermionic operators.

In coupled-cluster theory a truncated $T$ produces higher excitations through products of lower ones; the theorems describe this for cluster operators that are polynomials in a single generator. Independent amplitudes for different orbital excitations of the same rank are not represented.

```lean
import Mathlib

open Polynomial

namespace ClusterExpansionRank

noncomputable section

variable {K : Type*} [Field K] [CharZero K]

/-- The exponential sum `1 + T + T²/2! + ... + T^N/N!` of a cluster operator `T`, written as a
polynomial in a generator `X` that counts excitation rank. -/
def expSum (T : K[X]) (N : ℕ) : K[X] :=
  ∑ m ∈ Finset.range (N + 1), C ((m.factorial : K)⁻¹) * T ^ m

/-- The CI coefficient of excitation rank `n` generated by the cluster operator `T`: the
coefficient of `X^n` in the exponential sum through order `n`. -/
def ciCoeff (T : K[X]) (n : ℕ) : K := (expSum T n).coeff n

/-- The formal power series in `X` with coefficients `ciCoeff T n`. If `T` has no constant term,
this is the full CI expansion `exp(T)`. -/
def ciSeries (T : K[X]) : PowerSeries K := PowerSeries.mk (ciCoeff T)

omit [CharZero K] in
/-- For a cluster operator without constant term, powers of `T` beyond the `n`-th do not change
the CI coefficient of rank `n`. -/
theorem coeff_expSum {T : K[X]} (h0 : T.coeff 0 = 0) {n N : ℕ} (h : n ≤ N) :
    (expSum T N).coeff n = ciCoeff T n := by
  induction N, h using Nat.le_induction with
  | base => rfl
  | succ N hN ih =>
    have hs : expSum T (N + 1) =
        expSum T N + C (((N + 1).factorial : K)⁻¹) * T ^ (N + 1) :=
      Finset.sum_range_succ _ _
    -- `T^(N+1)` has no terms below rank `N+1`
    have hz : (T ^ (N + 1)).coeff n = 0 :=
      X_pow_dvd_iff.mp (pow_dvd_pow_of_dvd (X_dvd_iff.mpr h0) (N + 1)) n (by omega)
    rw [hs, coeff_add, ih, coeff_C_mul, hz, mul_zero, add_zero]

/-- The derivative of the exponential sum of order `N + 1` is `T'` times the exponential sum
of order `N`. -/
theorem derivative_expSum (T : K[X]) (N : ℕ) :
    derivative (expSum T (N + 1)) = derivative T * expSum T N := by
  have hs : ∀ M : ℕ, expSum T (M + 1) =
      expSum T M + C (((M + 1).factorial : K)⁻¹) * T ^ (M + 1) :=
    fun M => Finset.sum_range_succ _ _
  induction N with
  | zero => simp [expSum, Finset.sum_range_succ]
  | succ N ih =>
    have h1 : ((N + 1 + 1 : ℕ) : K) ≠ 0 := Nat.cast_ne_zero.mpr (by omega)
    have hc : C (((N + 1 + 1).factorial : K)⁻¹) * C ((N + 1 + 1 : ℕ) : K) =
        C (((N + 1).factorial : K)⁻¹) := by
      rw [← C_mul, Nat.factorial_succ (N + 1), Nat.cast_mul, mul_inv, mul_right_comm,
        inv_mul_cancel₀ h1, one_mul]
    rw [hs (N + 1), derivative_add, ih, hs N, derivative_C_mul, derivative_pow,
      Nat.add_sub_cancel]
    linear_combination (T ^ (N + 1) * derivative T) * hc

/-- A nonzero cluster operator of finite rank without constant term never generates a CI
expansion of finite rank: `exp(T)` is not a polynomial. -/
theorem ciSeries_ne_polynomial {T : K[X]} (h0 : T.coeff 0 = 0) (hT : T ≠ 0) (P : K[X]) :
    (P : PowerSeries K) ≠ ciSeries T := by
  intro hP
  have hc : ∀ k, P.coeff k = ciCoeff T k := by
    intro k
    have h := congrArg (PowerSeries.coeff k) hP
    rwa [Polynomial.coeff_coe, ciSeries, PowerSeries.coeff_mk] at h
  -- a polynomial exponential would satisfy `P' = T' P`
  have hode : derivative P = derivative T * P := by
    ext m
    rw [coeff_derivative, hc]
    change (expSum T (m + 1)).coeff (m + 1) * ((m : K) + 1) = _
    rw [← coeff_derivative, derivative_expSum, coeff_mul, coeff_mul]
    refine Finset.sum_congr rfl fun p hp => ?_
    have hp' := Finset.HasAntidiagonal.mem_antidiagonal.mp hp
    rw [hc, coeff_expSum h0 (by omega)]
  have hP0 : P ≠ 0 := by
    intro h
    have h1 := hc 0
    rw [h] at h1
    simp [ciCoeff, expSum] at h1
  have hdT : derivative T ≠ 0 := by
    intro hd
    apply hT
    ext k
    cases k with
    | zero => rw [h0, coeff_zero]
    | succ k =>
      have h1 : T.coeff (k + 1) * ((k : K) + 1) = 0 := by
        rw [← coeff_derivative, hd, coeff_zero]
      rw [coeff_zero]
      exact (mul_eq_zero.mp h1).resolve_right (Nat.cast_add_one_ne_zero k)
  -- differentiation lowers the degree, multiplication by `T'` does not
  have hle : P.degree ≤ (derivative P).degree := by
    rw [hode, mul_comm]
    exact degree_le_mul_left P hdT
  exact absurd (degree_derivative_lt hP0) (not_lt_of_ge hle)

/-- For a finite-rank cluster operator without constant term, the CI expansion has finite rank
exactly when the cluster operator vanishes. -/
theorem ciSeries_polynomial_iff {T : K[X]} (h0 : T.coeff 0 = 0) :
    (∃ P : K[X], (P : PowerSeries K) = ciSeries T) ↔ T = 0 := by
  constructor
  · rintro ⟨P, hP⟩
    by_contra hT
    exact ciSeries_ne_polynomial h0 hT P hP
  · rintro rfl
    have hs : ∀ n, expSum (0 : K[X]) n = 1 := by
      intro n
      simp [expSum, Finset.sum_range_succ']
    refine ⟨1, ?_⟩
    ext n
    rw [Polynomial.coeff_coe, ciSeries, PowerSeries.coeff_mk, ciCoeff, hs]

/-- If `T` is nonzero, has no constant term and has highest excitation rank `d`, then among the `d`
ranks following any rank `n` at least one has a nonzero CI coefficient. -/
theorem exists_ciCoeff_ne_zero {T : K[X]} (h0 : T.coeff 0 = 0) (hT : T ≠ 0) (n : ℕ) :
    ∃ k, n < k ∧ k ≤ n + T.natDegree ∧ ciCoeff T k ≠ 0 := by
  by_contra! hz
  -- a gap of length `d` would propagate to all higher ranks
  have hall : ∀ k, n < k → ciCoeff T k = 0 := by
    intro k
    induction k using Nat.strong_induction_on with
    | _ k ih =>
      intro hk
      by_cases hkd : k ≤ n + T.natDegree
      · exact hz k hk hkd
      obtain ⟨m, rfl⟩ : ∃ m, k = m + 1 := ⟨k - 1, by omega⟩
      have hsum : (derivative T * expSum T m).coeff m = 0 := by
        rw [coeff_mul]
        refine Finset.sum_eq_zero fun p hp => ?_
        have hp' := Finset.HasAntidiagonal.mem_antidiagonal.mp hp
        by_cases hi : T.natDegree < p.1 + 1
        · rw [coeff_derivative, coeff_eq_zero_of_natDegree_lt hi, zero_mul, zero_mul]
        · rw [coeff_expSum h0 (by omega), ih p.2 (by omega) (by omega), mul_zero]
      rw [← derivative_expSum, coeff_derivative] at hsum
      exact (mul_eq_zero.mp hsum).resolve_right (Nat.cast_add_one_ne_zero m)
  apply ciSeries_ne_polynomial h0 hT (∑ k ∈ Finset.range (n + 1), monomial k (ciCoeff T k))
  ext k
  rw [Polynomial.coeff_coe, ciSeries, PowerSeries.coeff_mk, finsetSum_coeff]
  simp only [coeff_monomial]
  rw [Finset.sum_ite_eq']
  split_ifs with h
  · rfl
  · exact (hall k (by rw [Finset.mem_range] at h; omega)).symm

/-- A cluster operator `t X^d` of a single rank `d ≥ 1` has CI coefficient `t^m/m!` at rank `d m`,
and zero at every rank not divisible by `d`. -/
theorem ciCoeff_single_rank (t : K) {d : ℕ} (hd : 0 < d) :
    (∀ m, ciCoeff (C t * X ^ d) (d * m) = t ^ m / (m.factorial : K)) ∧
      ∀ n, ¬ d ∣ n → ciCoeff (C t * X ^ d) n = 0 := by
  have key : ∀ n, ciCoeff (C t * X ^ d) n =
      ∑ m ∈ Finset.range (n + 1), if n = d * m then t ^ m / (m.factorial : K) else 0 := by
    intro n
    rw [ciCoeff, expSum, finsetSum_coeff]
    refine Finset.sum_congr rfl fun m _ => ?_
    rw [mul_pow, ← C_pow, ← pow_mul, coeff_C_mul, coeff_C_mul, coeff_X_pow]
    split_ifs <;> ring
  constructor
  · intro m
    rw [key, Finset.sum_eq_single m]
    · exact if_pos rfl
    · intro b _ hb
      exact if_neg fun e => hb (Nat.eq_of_mul_eq_mul_left hd e).symm
    · intro hm
      exact absurd (Finset.mem_range.mpr (Nat.lt_succ_of_le (Nat.le_mul_of_pos_left m hd))) hm
  · intro n hn
    rw [key]
    exact Finset.sum_eq_zero fun m _ => if_neg fun e => hn ⟨m, e⟩

omit [CharZero K] in
/-- If `T` has no constant term and `x` satisfies `x^(N+1) = 0`, every exponential sum of order at
least `N`, evaluated at `x`, equals the CI expansion through rank `N` evaluated at `x`. -/
theorem expSum_of_bounded_rank {A : Type*} [Ring A] [Algebra K A] {T : K[X]}
    (h0 : T.coeff 0 = 0) {x : A} {N M : ℕ} (hx : x ^ (N + 1) = 0) (hM : N ≤ M) :
    aeval x (expSum T M) = ∑ n ∈ Finset.range (N + 1), ciCoeff T n • x ^ n := by
  rw [aeval_eq_sum_range' (n := (expSum T M).natDegree + N + 1) (by omega)]
  have hsub : Finset.range (N + 1) ⊆ Finset.range ((expSum T M).natDegree + N + 1) := by
    intro i hi
    rw [Finset.mem_range] at hi ⊢
    omega
  -- ranks above `N` are annihilated
  rw [← Finset.sum_subset hsub]
  · refine Finset.sum_congr rfl fun i hi => ?_
    have hi' := Finset.mem_range.mp hi
    rw [coeff_expSum h0 (by omega)]
  · intro i _ hi
    have hi' : N + 1 ≤ i := by
      rw [Finset.mem_range] at hi
      omega
    rw [pow_eq_zero_of_le hi' hx, smul_zero]

end

end ClusterExpansionRank
```

```lean
#print axioms ClusterExpansionRank.ciSeries_ne_polynomial
#print axioms ClusterExpansionRank.ciSeries_polynomial_iff
#print axioms ClusterExpansionRank.ciCoeff_single_rank
#print axioms ClusterExpansionRank.expSum_of_bounded_rank
```

```
'ClusterExpansionRank.ciSeries_ne_polynomial' depends on axioms: [propext, Classical.choice, Quot.sound]
'ClusterExpansionRank.ciSeries_polynomial_iff' depends on axioms: [propext, Classical.choice, Quot.sound]
'ClusterExpansionRank.ciCoeff_single_rank' depends on axioms: [propext, Classical.choice, Quot.sound]
'ClusterExpansionRank.expSum_of_bounded_rank' depends on axioms: [propext, Classical.choice, Quot.sound]
```

## How the proof follows the calculation

`coeff_expSum` is the stability of $c_n$, by induction on the order `N` starting at `n`. The step uses that $X^{N+1}$ divides $T^{N+1}$.

`derivative_expSum` proves $E_{N+1}' = T'E_N$ by induction. The equation `hc` is the cancellation $(N+2)/(N+2)! = 1/(N+1)!$, and `linear_combination` inserts it.

In `ciSeries_ne_polynomial`, `hode` is $P' = T'P$, obtained coefficient by coefficient as in (1). `hP0` and `hdT` show that $P$ and $T'$ are nonzero. The last lines set `degree_le_mul_left` against `degree_derivative_lt`, which are the two degree statements above.

`exists_ciCoeff_ne_zero` assumes a gap and spreads it upwards by strong induction in `hall`. In the sum (1), the pair `p` holds the indices $i$ and $m-i$: either $i+1$ exceeds the degree of $T$ and the amplitude vanishes, or the induction hypothesis removes the CI coefficient. The polynomial $\sum_{k \leq n} c_k X^k$ would then equal the whole series, against `ciSeries_ne_polynomial`.

For `ciCoeff_single_rank`, `key` writes the coefficient as a sum in which only a term with $n = dm$ can contribute. `expSum_of_bounded_rank` expands the substituted polynomial in powers of `x`, drops those above `N`, and identifies the remaining coefficients by `coeff_expSum`.
